# Powers of a Nonzero One-Mode Boson Cluster Operator Never Vanish

Let $a$ and $b$ be the annihilation and creation operators of one vibrational mode, with $ab-ba=1$, and suppose that $b^2=0$. Taking the commutator with $a$ gives

$$0=ab^2-b^2a=(ab-ba)\,b+b\,(ab-ba)=2b .$$

Hence $b=0$. But then $ab-ba=0$, which contradicts $ab-ba=1$. Each commutator with $a$ removes one power of $b$, until only a nonzero number is left, and that number would have to vanish.

## From one commutator to all polynomials

The same argument works for every polynomial in $b$. Let $K$ be a field of characteristic zero, such as the complex numbers, and let $A$ be a nonzero algebra over $K$ that contains $a$ and $b$. The claim is that $p(b)\neq0$ for every nonzero polynomial $p$ with coefficients in $K$.

**Powers.** For $n\ge0$,

$$ab^{n+1}-b^{n+1}a=(n+1)\,b^n .$$

For $n=0$ this is the commutation relation. If it holds for $n$, the Leibniz rule gives

$$[a,b^{n+2}]=[a,b^{n+1}]\,b+b^{n+1}[a,b]=(n+1)b^{n+1}+b^{n+1}=(n+2)\,b^{n+1}.$$

**Polynomials.** Constants commute with $a$, and the commutator is linear, so $[a,p(b)]=p'(b)$.

**Descent.** Suppose that $p(b)=0$, where $p$ has degree $m$ and leading coefficient $c\neq0$. Then $p'(b)=[a,0]=0$, likewise $p''(b)=0$, and so on. After $m$ derivatives what remains is $m!\,c\cdot1=0$. In characteristic zero $m!\,c$ is a nonzero number, so $1=0$ in $A$, which is impossible in a nonzero algebra.

**Nilpotency.** The choice $p=X^n$ shows that $b^n\neq0$ for all $n$. For $a$, note that $(-b)a-a(-b)=ab-ba=1$. In the pair $(-b,a)$ the operator $a$ therefore plays the part of the creation operator, and it is not nilpotent either.

**The exponential.** The series $\sum_n T^n/n!$ terminates if all its terms vanish from some order on. Since $1/n!\neq0$, this happens exactly when $T$ is nilpotent. For $T=p(b)$ with $p\neq0$ we have $T^n=(p^n)(b)$, and $p^n$ is again a nonzero polynomial, so the series does not terminate.

**Fermions.** Let $d$ be a fermionic creation operator, so that $dd+dd=0$ and hence $d^2=0$, and let $x$ anticommute with $d$. Then

$$(dx)^2=d\,(xd)\,x=-d^2x^2=0 ,$$

and for any amplitude $t$ the exponential of $t\,dx$ is $1+t\,dx$.

In vibrational coupled cluster with exact ladder operators, a nonzero cluster operator built from a single mode's creation operator thus has an exponential series that does not end by itself, whereas a single fermionic excitation has one that stops after the linear term.

## The commutator in a vibrational calculation

The identity $[a,T]=p'(b)$ for $T=p(b)$ can be used to transform a Hamiltonian written in these ladder operators. Since $p'(b)$ commutes with $T$, the nested commutators stop after the first, and the commutator expansion gives, with questions of convergence left aside,

$$e^{-T}a\,e^{T}=a+p'(b),\qquad e^{-T}b\,e^{T}=b .$$

A Hamiltonian that is polynomial in $a$ and $b$ therefore has a finite transformed form, obtained by replacing each $a$ with $a+p'(b)$, even though the series for $e^T$ itself is infinite.

A program that stores $b$ as a matrix on the $N$ lowest number states sees something else: the $N$-th power of that matrix is zero, and a loop over the Taylor terms of $e^{tb}$ ends. The cutoff causes this. In the truncated basis the last diagonal entry of $ab-ba$ is $-(N-1)$ instead of $1$, so the commutation relation no longer holds. Of the statements in this section, only the identity $[a,T]=p'(b)$ is proved in the file below; the rest is ordinary algebra without a theorem there.

## The development in Lean

The operators are elements of an abstract algebra `A` over a field `K`. No Hilbert space, inner product or adjoint enters, and $b$ is not required to be the adjoint of $a$. Questions of domain and convergence are likewise left aside.

```lean
import Mathlib

open Polynomial

namespace BosonNotNilpotent

variable {K A : Type*} [Field K] [Ring A] [Algebra K A]
```

Termination is a statement about the individual terms of the series, so it needs no topology on `A`.

```lean
/-- For `K` of characteristic zero, this says that the exponential series of `T` terminates: all
terms `T ^ n / n!` vanish from some order on. -/
def ExpTerminates (K : Type*) {A : Type*} [Field K] [Ring A] [Algebra K A] (T : A) : Prop :=
  ∃ N : ℕ, ∀ n ≥ N, ((n.factorial : K)⁻¹) • T ^ n = 0
```

The hypothesis `h` is the canonical commutation relation, with `a` lowering and `b` raising. The proof is the induction above. Its intermediate statement `leibniz` is the product rule for the commutator, and the final rewriting splits $(n+2)b^{n+1}$ into the two contributions $(n+1)b^{n+1}$ and $b^{n+1}$.

```lean
/-- The commutator of `a` with the power `b ^ (n + 1)` of the boson creation operator `b` is `(n +
1) * b ^ n`. -/
theorem commutator_pow {A : Type*} [Ring A] {a b : A} (h : a * b - b * a = 1) (n : ℕ) :
    a * b ^ (n + 1) - b ^ (n + 1) * a = ((n + 1 : ℕ) : A) * b ^ n := by
  induction n with
  | zero => simpa using h
  | succ n ih =>
    -- the Leibniz rule for the commutator with `a`
    have leibniz : a * b ^ (n + 1 + 1) - b ^ (n + 1 + 1) * a
        = (a * b ^ (n + 1) - b ^ (n + 1) * a) * b + b ^ (n + 1) * (a * b - b * a) := by
      rw [pow_succ b (n + 1)]
      generalize b ^ (n + 1) = c
      noncomm_ring
    rw [leibniz, ih, h, mul_one, mul_assoc, ← pow_succ, Nat.cast_add (n + 1) 1,
      Nat.cast_one, add_mul, one_mul]
```

In the next theorem `aeval b p` is $p(b)$, the polynomial `p` evaluated at the operator `b`. The induction treats sums and monomials separately. A constant commutes with `a`, and for a monomial of positive degree the coefficient is moved past `a` before the power rule is applied.

```lean
/-- The commutator of `a` with a polynomial in the creation operator `b` is the derivative
of that polynomial, evaluated at `b`. -/
theorem commutator_aeval {a b : A} (h : a * b - b * a = 1) (p : K[X]) :
    a * aeval b p - aeval b p * a = aeval b (derivative p) := by
  induction p using Polynomial.induction_on' with
  | add p q hp hq =>
    simp only [map_add, mul_add, add_mul]
    rw [← hp, ← hq]
    abel
  | monomial n c =>
    cases n with
    | zero =>
      rw [aeval_monomial, derivative_monomial]
      simp [Algebra.commutes c a]
    | succ n =>
      have h1 := commutator_pow h n
      rw [aeval_monomial, derivative_monomial, aeval_monomial, Nat.add_sub_cancel,
        map_mul, map_natCast, ← mul_assoc a, ← Algebra.commutes c a]
      simp only [mul_assoc]
      rw [← mul_sub, h1]
```

Two further hypotheses now appear. `CharZero K` ensures that the factors produced by differentiation are nonzero, and `Nontrivial A` says that $1\neq0$ in the algebra. The proof is a strong induction on the degree, which takes one derivative at a time instead of all $m$ at once. If the derivative of `q` is zero, then `q` is a constant; because `K` embeds in `A`, that constant must be zero, against the assumption. Otherwise the derivative is a nonzero polynomial of lower degree that also vanishes at `b`, and the induction hypothesis excludes this.

```lean
/-- A boson creation operator satisfies no polynomial equation: every nonzero polynomial in `b`
is a nonzero operator. -/
theorem aeval_ne_zero [CharZero K] [Nontrivial A] {a b : A} (h : a * b - b * a = 1)
    {p : K[X]} (hp : p ≠ 0) : aeval b p ≠ 0 := by
  suffices H : ∀ n : ℕ, ∀ q : K[X], q.natDegree = n → q ≠ 0 → aeval b q ≠ 0 from
    H _ p rfl hp
  intro n
  induction n using Nat.strong_induction_on with
  | _ n ih =>
    intro q hn hq h0
    -- a vanishing polynomial in `b` has a vanishing derivative in `b`
    have hd : aeval b (derivative q) = 0 := by
      rw [← commutator_aeval h q, h0, mul_zero, zero_mul, sub_zero]
    by_cases hz : derivative q = 0
    · -- the descent ends at a constant, which must be zero
      have hc := eq_C_of_natDegree_eq_zero (Polynomial.derivative_eq_zero.mp hz)
      rw [hc, aeval_C] at h0
      have h1 : q.coeff 0 = 0 := (map_eq_zero_iff _ (algebraMap K A).injective).mp h0
      exact hq (by rw [hc, h1, C_0])
    · have hdeg : q.natDegree ≠ 0 := by
        intro h1
        apply hz
        rw [eq_C_of_natDegree_eq_zero h1, derivative_C]
      have hlt : (derivative q).natDegree < n := by
        rw [← hn]
        exact natDegree_derivative_lt hdeg
      exact ih _ hlt _ rfl hz hd
```

The statement on nilpotency is made for algebras over the rational numbers, which include all algebras over the real or complex numbers. The auxiliary claim `key` concerns the second member of any pair that satisfies the relation. It is used once for $(a,b)$ and once for $(-b,a)$.

```lean
/-- In a nonzero rational algebra, neither of two elements with `a b - b a = 1` is nilpotent. -/
theorem boson_not_nilpotent {A : Type*} [Ring A] [Algebra ℚ A] [Nontrivial A] {a b : A}
    (h : a * b - b * a = 1) : ¬ IsNilpotent a ∧ ¬ IsNilpotent b := by
  have key : ∀ x y : A, x * y - y * x = 1 → ¬ IsNilpotent y := by
    rintro x y hxy ⟨n, hn⟩
    have hX : (X : ℚ[X]) ^ n ≠ 0 := pow_ne_zero n X_ne_zero
    exact aeval_ne_zero hxy hX (by rw [map_pow, aeval_X, hn])
  -- the pair `(-b, a)` obeys the same commutation relation
  exact ⟨key (-b) a (by rw [← h]; noncomm_ring), key a b h⟩
```

Over a field of characteristic zero, the link between termination and nilpotency holds for any element `T`. In one direction the term of order `N` is divided by its nonzero prefactor; in the other, all powers beyond a vanishing one vanish too.

```lean
/-- The exponential series of an operator terminates exactly when the operator is nilpotent. -/
theorem expTerminates_iff [CharZero K] (T : A) : ExpTerminates K T ↔ IsNilpotent T := by
  constructor
  · rintro ⟨N, hN⟩
    exact ⟨N, (smul_eq_zero.mp (hN N le_rfl)).resolve_left
      (inv_ne_zero (Nat.cast_ne_zero.mpr N.factorial_ne_zero))⟩
  · rintro ⟨N, hN⟩
    exact ⟨N, fun n hn => by rw [pow_eq_zero_of_le hn hN, smul_zero]⟩
```

The cluster operator is now any nonzero polynomial in one creation operator, with a constant term allowed. As before, `K` has characteristic zero and `A` is not the zero algebra. Cluster operators that couple several modes are not treated. The proof combines the previous equivalence with the fact that powers of a nonzero polynomial are nonzero.

```lean
/-- For every cluster operator that is a nonzero polynomial in one boson creation operator,
the exponential series does not terminate. -/
theorem boson_cluster_not_expTerminates [CharZero K] [Nontrivial A] {a b : A}
    (h : a * b - b * a = 1) {p : K[X]} (hp : p ≠ 0) : ¬ ExpTerminates K (aeval b p) := by
  rw [expTerminates_iff]
  rintro ⟨n, hn⟩
  exact aeval_ne_zero h (pow_ne_zero n hp) (by rw [map_pow, hn])
```

For the fermionic comparison, `hd` says that the anticommutator of `d` with itself vanishes, which expresses Pauli exclusion, and `hdx` says that the anticommutator of `d` with `x` vanishes. In the physical case `x` annihilates an electron in a different spin orbital, though the theorem uses only the anticommutation. The `calc` block is the computation of $(dx)^2$ given earlier. The result concerns one excitation with amplitude `t`, not a sum of several.

```lean
/-- For a fermionic creation operator `d` and an operator `x` anticommuting with it, the
exponential series of the excitation `d x` terminates for every amplitude `t`. -/
theorem fermion_expTerminates [CharZero K] {d x : A} (hd : d * d + d * d = 0)
    (hdx : d * x + x * d = 0) (t : K) : ExpTerminates K (t • (d * x)) := by
  -- Pauli exclusion: the same mode cannot be filled twice
  have hdd : d * d = 0 := by
    have h2 : (2 : K) • (d * d) = 0 := by rw [two_smul]; exact hd
    exact (smul_eq_zero.mp h2).resolve_left two_ne_zero
  have hxd : x * d = -(d * x) := eq_neg_of_add_eq_zero_right hdx
  have hsq : (d * x) ^ 2 = 0 := by
    calc (d * x) ^ 2 = d * (x * d) * x := by simp only [sq, mul_assoc]
      _ = -((d * d) * (x * x)) := by
        rw [hxd]
        simp only [mul_neg, neg_mul, mul_assoc]
      _ = 0 := by rw [hdd, zero_mul, neg_zero]
  rw [expTerminates_iff]
  exact ⟨2, by rw [_root_.smul_pow, hsq, smul_zero]⟩
```

The remaining definitions supply concrete operators that satisfy the hypotheses. For the boson, states are polynomials in $X$, creation is multiplication by $X$, and annihilation is differentiation. The monomial $X^n$ stands for the unnormalised vector $b^n|0\rangle$. Over the real or complex numbers the normalised number state is $|n\rangle=X^n/\sqrt{n!}$, and multiplication by $X$ then gives the usual $b|n\rangle=\sqrt{n+1}\,|n+1\rangle$.

```lean
/-- Multiplication by the variable, as an operator on polynomials. -/
noncomputable def raising (K : Type*) [Field K] : Module.End K K[X] := LinearMap.mulLeft K X

/-- Differentiation, as an operator on polynomials. -/
noncomputable def lowering (K : Type*) [Field K] : Module.End K K[X] := derivative
```

The commutation relation is the product rule $(Xp)'-Xp'=p$, checked on an arbitrary polynomial `p`.

```lean
/-- Differentiation and multiplication by the variable satisfy the boson commutation relation. -/
theorem boson_witness (K : Type*) [Field K] :
    lowering K * raising K - raising K * lowering K = 1 := by
  apply LinearMap.ext
  intro p
  change derivative (X * p) - X * derivative p = p
  rw [derivative_mul, derivative_X]
  ring
```

For fermions, two modes suffice. The basis states are labelled by the occupations of the first and second mode, and columns are mapped to rows.

```lean
/-- Creation in the first of two fermionic modes, in the basis `00, 01, 10, 11`. -/
def createFirst : Matrix (Fin 4) (Fin 4) ℚ :=
  !![0, 0, 0, 0; 0, 0, 0, 0; 1, 0, 0, 0; 0, 1, 0, 0]
```

The entry $-1$ below is the sign acquired when the annihilator of the second mode passes an occupied first mode.

```lean
/-- Annihilation in the second of two fermionic modes, in the basis `00, 01, 10, 11`. -/
def annihilateSecond : Matrix (Fin 4) (Fin 4) ℚ :=
  !![0, 1, 0, 0; 0, 0, 0, 0; 0, 0, 0, -1; 0, 0, 0, 0]
```

The two anticommutation relations are verified entry by entry. The product is nonzero because it takes the state $01$ to $10$, which is the entry in row 2, column 1, counted from zero. The fermionic series therefore terminates for an excitation that really moves a particle, and not merely for the zero operator.

```lean
/-- The creation matrix anticommutes with itself and with the annihilation matrix, and the product
of the two, the excitation from the second mode to the first, is not zero. -/
theorem fermion_witness :
    createFirst * createFirst + createFirst * createFirst = 0 ∧
    createFirst * annihilateSecond + annihilateSecond * createFirst = 0 ∧
    createFirst * annihilateSecond ≠ 0 := by
  refine ⟨?_, ?_, ?_⟩
  · ext i j
    fin_cases i <;> fin_cases j <;>
      simp [createFirst]
  · ext i j
    fin_cases i <;> fin_cases j <;>
      simp [createFirst, annihilateSecond]
  · intro h
    have h1 := congrFun (congrFun h 2) 1
    simp [createFirst, annihilateSecond, Matrix.mul_apply, Fin.sum_univ_four] at h1

end BosonNotNilpotent
```

```lean
#print axioms BosonNotNilpotent.boson_not_nilpotent
#print axioms BosonNotNilpotent.boson_cluster_not_expTerminates
#print axioms BosonNotNilpotent.fermion_expTerminates
```

```
'BosonNotNilpotent.boson_not_nilpotent' depends on axioms: [propext, Classical.choice, Quot.sound]
'BosonNotNilpotent.boson_cluster_not_expTerminates' depends on axioms: [propext, Classical.choice, Quot.sound]
'BosonNotNilpotent.fermion_expTerminates' depends on axioms: [propext, Classical.choice, Quot.sound]
```
